# A matched pseudo-wave reproduces the logarithmic derivative to first order in energy exactly when it conserves the norm

In one common construction of a norm-conserving pseudopotential, one solves the radial equation of the atom at a reference energy $e_0$ and picks a radius $R$. Inside $R$ the all-electron wave $u$ is replaced by a smooth, nodeless $p$ with adjustable coefficients. These are fixed by value and slope at $R$, by equality of $\int_0^R p^2\,dr$ and $\int_0^R u^2\,dr$, and by any further smoothness conditions. Inverting the radial equation then gives the screened pseudopotential, with the centrifugal term included, as $w=e_0+p''/(2p)$.

The norm condition controls the first-order energy dependence, near $e_0$, of the logarithmic derivative $L(e)=u'(R,e)/u(R,e)$, through which the inner region acts on the wave outside. For one non-relativistic radial channel with a local, energy-independent potential, waves that vanish at the origin and vary continuously with energy, and $u(R,e_0)\neq0$,

$$L'(e_0)=-\frac{2}{u(R,e_0)^2}\int_0^R u(r,e_0)^2\,dr .$$

Primes on waves denote radial derivatives, and units are atomic.

```lean
import Mathlib

open Set Filter Topology Asymptotics MeasureTheory

namespace NormConservation

noncomputable section
```

## One local potential for all energies

The wave $u(r,e)$ is $r$ times the radial function and obeys $-u''/2+v(r)u=eu$, where $v$ includes the centrifugal term. For energies $a$ and $b$, put $W(r)=u'(r,a)u(r,b)-u(r,a)u'(r,b)$. Since $u''=2(v-e)u$,

$$W'=2(v-a)u(r,a)u(r,b)-2(v-b)u(r,a)u(r,b)=-2(a-b)\,u(r,a)u(r,b).$$

The potential cancels because it is the same function at both energies. If it may vary with energy, the formula can fail: for $v=e$ the wave $u=r$ solves the equation at every $e$, so $L=1/R$ is constant, while the formula gives $-2R/3$.

In Lean, `v : ℝ → ℝ` has no energy argument, and `du` is the radial slope. `IsRegularFamily` requires a solution at every real energy, but the equation only on the open interval $(0,R)$. Continuity of $v$ is not assumed, so Coulomb and centrifugal singularities at the origin are allowed when the waves meet the stated continuity conditions. A finite jump of $v$ inside $(0,R)$ is not covered, because $u'$ has no derivative there if $u\neq0$. That such a family exists for a given $v$ is assumed.

```lean
/-- A family of radial waves `u r e`, jointly continuous in radius and energy for `r` in `[0, R]`
and all real `e`, with radial slope `du r e` continuous in `r` at each energy up to the ends of
`[0, R]`, which vanish at the origin and solve `-u''/2 + v u = e u` inside the sphere. -/
structure IsRegularFamily (v : ℝ → ℝ) (R : ℝ) (u du : ℝ → ℝ → ℝ) : Prop where
  cont : ContinuousOn (fun p : ℝ × ℝ => u p.1 p.2) (Icc 0 R ×ˢ univ)
  cont_slope : ∀ e, ContinuousOn (fun r => du r e) (Icc 0 R)
  slope : ∀ e, ∀ r ∈ Ioo 0 R, HasDerivAt (fun s => u s e) (du r e) r
  schrodinger : ∀ e, ∀ r ∈ Ioo 0 R, ∃ ddu, HasDerivAt (fun s => du s e) ddu r ∧
    -ddu / 2 + v r * u r e = e * u r e
  origin : ∀ e, u 0 e = 0
```

The next two definitions are $L$ and the norm inside the sphere. The waves need not be normalised: rescaling $u$ leaves the norm divided by $u(R,e_0)^2$ unchanged.

```lean
/-- The logarithmic derivative `u'(R,e) / u(R,e)` at the sphere boundary, meaningful where
`u(R,e)` is nonzero. -/
def logSlope (R : ℝ) (u du : ℝ → ℝ → ℝ) (e : ℝ) : ℝ := du R e / u R e

/-- The norm of the radial wave inside the sphere, the integral of `u²` over `[0, R]`. -/
def normInside (R : ℝ) (u : ℝ → ℝ → ℝ) (e : ℝ) : ℝ := ∫ r in (0 : ℝ)..R, u r e * u r e
```

## A wave that vanishes at the origin

The condition $u(0,e)=0$ selects the regular solution. It gives $W(0)=0$, so integrating $W'$ from $0$ to $R$ yields

$$W(R)=-2(a-b)\int_0^R u(r,a)u(r,b)\,dr .$$

With no condition at the origin the formula can fail. Take $v=0$ and $u=\cos(\sqrt{2e}\,(r-R))$, continued as a hyperbolic cosine for $e<0$. Its slope at $R$ is zero at every energy, so $L'=0$, although the norm is positive. An energy-independent logarithmic derivative at the origin would also make $W(0)$ vanish.

In the proof, `hder` is the product rule, and `linear_combination` cancels the potential. The fundamental theorem of calculus needs the derivative only inside the interval and continuity up to its ends. `h.origin` removes the lower boundary term.

```lean
variable {v w : ℝ → ℝ} {R : ℝ} {u du p dp : ℝ → ℝ → ℝ}

/-- The Wronskian at `R` of two regular solutions in the same potential is `-2` times their
energy difference times their overlap inside the sphere. -/
theorem wronskian_eq_overlap (hR : 0 < R) (h : IsRegularFamily v R u du) (a b : ℝ) :
    du R a * u R b - u R a * du R b
      = -2 * (a - b) * ∫ r in (0 : ℝ)..R, u r a * u r b := by
  have hc : ∀ e, ContinuousOn (fun r => u r e) (Icc 0 R) := fun e => by
    have hm : ContinuousOn (fun r : ℝ => (r, e)) (Icc 0 R) := by fun_prop
    exact h.cont.comp hm (fun r hr => ⟨hr, mem_univ _⟩)
  -- the potential cancels in the derivative of the Wronskian
  have hder : ∀ r ∈ Ioo 0 R, HasDerivAt (fun r => du r a * u r b - u r a * du r b)
      (-2 * (a - b) * (u r a * u r b)) r := by
    intro r hr
    obtain ⟨A, hA, eA⟩ := h.schrodinger a r hr
    obtain ⟨B, hB, eB⟩ := h.schrodinger b r hr
    refine ((hA.fun_mul (h.slope b r hr)).fun_sub
      ((h.slope a r hr).fun_mul hB)).congr_deriv ?_
    linear_combination (-2 * u r b) * eA + (2 * u r a) * eB
  have hW : ContinuousOn (fun r => du r a * u r b - u r a * du r b) (Icc 0 R) :=
    ((h.cont_slope a).mul (hc b)).sub ((hc a).mul (h.cont_slope b))
  have key := intervalIntegral.integral_eq_sub_of_hasDerivAt_of_le hR.le hW hder
    ((continuousOn_const.mul ((hc a).mul (hc b))).intervalIntegrable_of_Icc hR.le)
  rw [intervalIntegral.integral_const_mul] at key
  simp only [h.origin, mul_zero, zero_mul, sub_zero] at key
  exact key.symm
```

## A nonzero value at the sphere boundary

Physically, $u(R,e_0)\neq0$ means that the sphere does not cut the wave at a node. Where both boundary values are nonzero, dividing $W(R)$ by their product gives the exact difference

$$L(a)-L(b)=\frac{-2(a-b)}{u(R,a)u(R,b)}\int_0^R u(r,a)u(r,b)\,dr .$$

At a node $L$ has a pole: for $u=\sin(\sqrt{2e}\,r)$ and $R=\pi$, it diverges as $e\to1/2$. The condition $R>0$ gives the sphere an interior; at $R=0$ the boundary value would be zero.

In the code, `ha` and `hb` allow the two fractions to be combined.

```lean
/-- For a regular family, the exact change of the logarithmic derivative between two energies at
which the wave does not vanish on the sphere boundary. -/
theorem logSlope_sub (hR : 0 < R) (h : IsRegularFamily v R u du) {a b : ℝ}
    (ha : u R a ≠ 0) (hb : u R b ≠ 0) :
    logSlope R u du a - logSlope R u du b
      = -2 * (a - b) * (∫ r in (0 : ℝ)..R, u r a * u r b) / (u R a * u R b) := by
  unfold logSlope
  rw [div_sub_div _ _ ha hb, wronskian_eq_overlap hR h]
```

## Waves that vary continuously with energy

Joint continuity in $r$ and $e$ lets the normalisation drift with energy but not jump. Set $a=e$ and $b=e_0$, divide by $e-e_0$, and let $e\to e_0$. The overlap tends to the norm and $u(R,e)$ tends to $u(R,e_0)$, which gives the formula for $L'(e_0)$. Differentiability of $u$ in energy is not needed.

Without continuity, one could set $u(r,e)=0$ for every $e\neq e_0$, and $L$ would have no meaning near $e_0$. A jump in a nonzero prefactor would be harmless, because it leaves $L$ unchanged; joint continuity is thus sufficient for the formula but not necessary.

`continuous_overlap` extends the waves beyond $[0,R]$ by their boundary values, so that a general theorem on integrals with a parameter applies.

```lean
/-- For a regular family, the overlap inside the sphere with the wave at a fixed energy `e₀` is
continuous in the energy of the other wave. -/
theorem continuous_overlap (hR : 0 < R) (h : IsRegularFamily v R u du) (e₀ : ℝ) :
    Continuous (fun e => ∫ r in (0 : ℝ)..R, u r e * u r e₀) := by
  -- extend the waves continuously by their boundary values
  have hc : Continuous (fun q : ℝ × ℝ => u (max 0 (min q.2 R)) q.1) := by
    have hm : Continuous (fun q : ℝ × ℝ => (max 0 (min q.2 R), q.1)) := by fun_prop
    exact h.cont.comp_continuous hm
      (fun q => ⟨⟨le_max_left _ _, max_le hR.le (min_le_right _ _)⟩, mem_univ _⟩)
  have hc₀ : Continuous (fun q : ℝ × ℝ => u (max 0 (min q.2 R)) e₀) := by
    have hm : Continuous (fun q : ℝ × ℝ => (e₀, q.2)) := by fun_prop
    exact hc.comp hm
  have hi := intervalIntegral.continuous_parametric_intervalIntegral_of_continuous'
    (μ := volume)
    (f := fun e r => u (max 0 (min r R)) e * u (max 0 (min r R)) e₀) (hc.mul hc₀) 0 R
  refine hi.congr fun e => intervalIntegral.integral_congr fun r hr => ?_
  rw [uIcc_of_le hR.le] at hr
  simp only [min_eq_left hr.2, max_eq_right hr.1]
```

In the main theorem, `hlim` is the limit of the normalised overlap, with the factor $-2$ included, and `hne` keeps $u(R,e)$ nonzero near $e_0$. `logSlope_sub` identifies that product with the difference quotient.

```lean
/-- For a regular family, the energy derivative at `e₀` of the logarithmic derivative is `-2` times
the norm inside the sphere divided by `u(R,e₀)²`, provided `u(R,e₀)` is nonzero. -/
theorem hasDerivAt_logSlope (hR : 0 < R) (h : IsRegularFamily v R u du) {e₀ : ℝ}
    (h₀ : u R e₀ ≠ 0) :
    HasDerivAt (logSlope R u du) (-2 * normInside R u e₀ / u R e₀ ^ 2) e₀ := by
  have hend : Continuous (fun e => u R e) := by
    have hm : Continuous (fun e : ℝ => (R, e)) := by fun_prop
    exact h.cont.comp_continuous hm (fun e => ⟨⟨hR.le, le_rfl⟩, mem_univ _⟩)
  have hlim : Tendsto
      (fun e => -2 * (∫ r in (0 : ℝ)..R, u r e * u r e₀) / (u R e * u R e₀))
      (𝓝 e₀) (𝓝 (-2 * normInside R u e₀ / (u R e₀ * u R e₀))) :=
    ((continuous_const.mul (continuous_overlap hR h e₀)).continuousAt.div
      (hend.mul continuous_const).continuousAt (mul_ne_zero h₀ h₀)).tendsto
  have hne : ∀ᶠ e in 𝓝 e₀, u R e ≠ 0 := hend.continuousAt.eventually_ne h₀
  rw [hasDerivAt_iff_tendsto_slope, pow_two]
  -- the difference quotient is the normalised overlap
  refine (hlim.mono_left nhdsWithin_le_nhds).congr' ?_
  filter_upwards [hne.filter_mono nhdsWithin_le_nhds, self_mem_nhdsWithin] with e he hee
  have hsub : e - e₀ ≠ 0 := sub_ne_zero.mpr hee
  rw [slope_def_field, logSlope_sub hR h he h₀, eq_div_iff hsub]
  ring
```

## Matching in value and slope

Let $p$ be a regular family in the potential $w$, with $p=u$ and $p'=u'$ at $R$ and $e_0$. The two logarithmic derivatives then agree at $e_0$, and the derivative of their difference is $-2/u(R,e_0)^2$ times the difference of the norms. It vanishes exactly when the norms agree.

A square well shows this concretely. For $R=\pi/2$ and $e_0=1/2$, take $u=-\sin 3r$ in $v=-4$ and $p=\sin r$ in $w=0$. Both have value $1$ and slope $0$ at $R$, both norms are $\pi/4$, and both logarithmic derivatives have energy derivative $-\pi/2$, although only $u$ has a node inside.

Without equal slopes, $L$ already differs at $e_0$. Without equal values, $p=2\sin r$ in zero potential has the same $L$ as $\sin r$ and the same zero slope at this $R$, but four times the norm.

The Lean statement writes first-order agreement as `=o[𝓝 e₀]`: the difference is small compared with $e-e_0$. `hiff` turns this into a zero derivative, and uniqueness of the derivative gives equality of the norms.

```lean
/-- Let `u` (all-electron) and `p` (pseudo) be regular families, each in its own energy-independent
potential, and let them match in nonzero value and in slope at `R` and energy `e₀`. Their
logarithmic derivatives then agree to first order in `e - e₀` if and only if the two waves have the
same norm inside the sphere. -/
theorem first_order_iff_norm_conserved (hR : 0 < R) (hu : IsRegularFamily v R u du)
    (hp : IsRegularFamily w R p dp) {e₀ : ℝ} (h₀ : u R e₀ ≠ 0)
    (hval : p R e₀ = u R e₀) (hslope : dp R e₀ = du R e₀) :
    (fun e => logSlope R u du e - logSlope R p dp e) =o[𝓝 e₀] (fun e => e - e₀)
      ↔ normInside R u e₀ = normInside R p e₀ := by
  have hp₀ : p R e₀ ≠ 0 := by rw [hval]; exact h₀
  have hd := (hasDerivAt_logSlope hR hu h₀).fun_sub (hasDerivAt_logSlope hR hp hp₀)
  have hz : logSlope R u du e₀ - logSlope R p dp e₀ = 0 := by
    unfold logSlope
    rw [hval, hslope, sub_self]
  -- first-order agreement means that the difference has zero derivative
  have hiff : HasDerivAt (fun e => logSlope R u du e - logSlope R p dp e) 0 e₀ ↔
      (fun e => logSlope R u du e - logSlope R p dp e) =o[𝓝 e₀] (fun e => e - e₀) := by
    rw [hasDerivAt_iff_isLittleO]
    simp only [hz, smul_zero, sub_zero]
  rw [← hiff]
  constructor
  · intro h
    have heq := hd.unique h
    rw [hval, ← sub_div, div_eq_zero_iff] at heq
    have hnum := heq.resolve_right (pow_ne_zero 2 h₀)
    linarith
  · intro hN
    exact hd.congr_deriv (by rw [hval, hN, sub_self])
```

## Smooth dependence on the logarithmic derivative

A scattering quantity, such as a phase shift on a smooth branch, can be written as $F(e,L(e))$ when the potential outside $R$ is fixed. If $F$ is differentiable at $(e_0,L(e_0))$ and the norms agree, the chain rule gives the same first energy derivative for $u$ and $p$. For $F=|L-L(e_0)|$ this fails, since $L'(e_0)<0$ produces a kink.

The proof composes the derivative of `F` with the two equal derivatives from the main theorem. The theorem treats a general `F` and constructs no phase shift.

```lean
/-- For a norm-conserving pseudo-wave and an all-electron wave, both from regular families and
matched in nonzero value and in slope at `R` and `e₀`, any quantity `F` that depends differentiably
on energy and logarithmic derivative has the same first energy derivative at `e₀` as for the
all-electron wave. -/
theorem scattering_quantity_first_order (hR : 0 < R) (hu : IsRegularFamily v R u du)
    (hp : IsRegularFamily w R p dp) {e₀ : ℝ} (h₀ : u R e₀ ≠ 0)
    (hval : p R e₀ = u R e₀) (hslope : dp R e₀ = du R e₀)
    (hN : normInside R u e₀ = normInside R p e₀)
    {F : ℝ × ℝ → ℝ} (hF : DifferentiableAt ℝ F (e₀, logSlope R u du e₀)) :
    ∃ D, HasDerivAt (fun e => F (e, logSlope R u du e)) D e₀ ∧
      HasDerivAt (fun e => F (e, logSlope R p dp e)) D e₀ := by
  have hp₀ : p R e₀ ≠ 0 := by rw [hval]; exact h₀
  have hL : logSlope R u du e₀ = logSlope R p dp e₀ := by
    unfold logSlope
    rw [hval, hslope]
  have h1 := hasDerivAt_logSlope hR hu h₀
  have h2 := hasDerivAt_logSlope hR hp hp₀
  rw [hval, ← hN] at h2
  have hF1 := hF.hasFDerivAt
  have hF2 := hF.hasFDerivAt
  nth_rewrite 2 [hL] at hF2
  exact ⟨_, hF1.comp_hasDerivAt e₀ ((hasDerivAt_id' e₀).prodMk h1),
    hF2.comp_hasDerivAt e₀ ((hasDerivAt_id' e₀).prodMk h2)⟩
```

## A free wave that meets the conditions

For zero potential, $\sin(\sqrt{2e}\,r)$ is a regular family; Lean's root makes it the zero solution for $e<0$. At $e=1/2$ it is $\sin r$, which is nonzero at $R$ for $0<R<\pi$. The proof differentiates twice and treats the two signs of $e$ separately.

```lean
/-- The waves `sin(√(2e) r)`, with the root read as zero for negative `e`, form a regular family
for zero potential, and for `0 < R < π` the wave at energy `1/2` is nonzero at `R`. -/
theorem free_wave_witness (hR : 0 < R) (hπ : R < Real.pi) :
    IsRegularFamily (fun _ => 0) R (fun r e => Real.sin (√(2 * e) * r))
      (fun r e => √(2 * e) * Real.cos (√(2 * e) * r)) ∧
    Real.sin (√(2 * (1 / 2)) * R) ≠ 0 := by
  have hlin : ∀ k r : ℝ, HasDerivAt (fun s => k * s) k r := fun k r => by
    simpa using (hasDerivAt_id' r).const_mul k
  refine ⟨⟨by fun_prop, fun e => by fun_prop, fun e r _ => ?_, fun e r _ => ?_,
    fun e => by simp⟩, ?_⟩
  · exact (hlin (√(2 * e)) r).sin.congr_deriv (by ring)
  · refine ⟨-(√(2 * e) ^ 2 * Real.sin (√(2 * e) * r)),
      ((hlin (√(2 * e)) r).cos.const_mul (√(2 * e))).congr_deriv (by ring), ?_⟩
    rcases le_total 0 e with he | he
    · have hs : √(2 * e) ^ 2 = 2 * e := Real.sq_sqrt (by linarith)
      rw [hs]
      ring
    · have hs : √(2 * e) = 0 := Real.sqrt_eq_zero_of_nonpos (by linarith)
      simp [hs]
  · have hs : √(2 * (1 / 2) : ℝ) = 1 := by norm_num
    rw [hs, one_mul]
    exact (Real.sin_pos_of_pos_of_lt_pi hR hπ).ne'

end

end NormConservation
```

```lean
#print axioms NormConservation.first_order_iff_norm_conserved
#print axioms NormConservation.scattering_quantity_first_order
```

```
'NormConservation.first_order_iff_norm_conserved' depends on axioms: [propext, Classical.choice, Quot.sound]
'NormConservation.scattering_quantity_first_order' depends on axioms: [propext, Classical.choice, Quot.sound]
```
